# Truncating the overlaps of a Gaussian chain can destroy positive definiteness at any cutoff range m ≥ 1

## Orbitals, overlaps and the cutoff

Let an electron state on a line be expanded in $N$ real orbitals with real coefficients, $\psi=\sum_i v_i\phi_i$. Its squared norm is $v^{T}Sv$, where $S_{ij}=\int\phi_i\phi_j\,dr$ is the overlap matrix. For linearly independent orbitals $S$ is positive definite. The question is whether it stays so when the overlaps between distant sites are set to zero to make the matrix sparse.

```lean
import Mathlib

open Matrix

namespace GaussianChainOverlap

noncomputable section
```

The orbitals are normalised Gaussians of one common exponent $b>0$. With centre $c$,
$$\phi_c(r)=\left(\frac{2b}{\pi}\right)^{1/4}e^{-b(r-c)^2}.$$

```lean
/-- The normalised Gaussian orbital of exponent `b > 0` centred at `c` on a line. -/
def orbital (b c r : ℝ) : ℝ :=
  √(√(2 * b / Real.pi)) * Real.exp (-b * (r - c) ^ 2)
```

For centres $x_0,\dots,x_{N-1}$ the overlap matrix is defined by its integrals, $S_{ij}=\int\phi_{x_i}\phi_{x_j}\,dr$. Sites are numbered from 0, as in Lean's `Fin N`.

```lean
/-- The overlap matrix of Gaussian orbitals of exponent `b > 0` centred at the points `x i`:
its entries are the overlap integrals. -/
def overlapMatrix {N : ℕ} (b : ℝ) (x : Fin N → ℝ) : Matrix (Fin N) (Fin N) ℝ :=
  fun i j => ∫ r, orbital b (x i) r * orbital b (x j) r
```

The equally spaced chain has one parameter $s$, the nearest-neighbour overlap, and entries $s^{(i-j)^2}$.

```lean
/-- The Gaussian-chain matrix with entries `s ^ ((i - j) ^ 2)`. -/
def chainOverlap (N : ℕ) (s : ℝ) : Matrix (Fin N) (Fin N) ℝ :=
  fun i j => s ^ ((((i : ℕ) : ℤ) - ((j : ℕ) : ℤ)) ^ 2)
```

Truncation at range $m$ keeps $S_{ij}$ for $|i-j|\le m$ and replaces it by zero otherwise.

```lean
/-- Truncation at range `m`: entries between sites more than `m` steps apart are set to zero. -/
def truncate {N : ℕ} (m : ℕ) (S : Matrix (Fin N) (Fin N) ℝ) : Matrix (Fin N) (Fin N) ℝ :=
  fun i j => if |((i : ℕ) : ℤ) - ((j : ℕ) : ℤ)| ≤ (m : ℤ) then S i j else 0
```

The state that will expose the damage has coefficients $1,-2c,1$ on three sites $p,q,r$ and zero elsewhere. Here $c$ is a coefficient and $r$ a site, whereas in `orbital` they are a centre and a position.

```lean
/-- A combination of three orbitals, with coefficients `1`, `-2c`, `1` on sites `p`, `q`, `r`. -/
def trial {N : ℕ} (p q r : Fin N) (c : ℝ) : Fin N → ℝ :=
  Pi.single p 1 + Pi.single q (-2 * c) + Pi.single r 1
```

## The overlap of two Gaussians

Completing the square about the midpoint gives
$$(r-x)^2+(r-y)^2=2\left(r-\tfrac{x+y}{2}\right)^2+\tfrac12(x-y)^2 .$$
Since $\int e^{-2br^2}dr=\sqrt{\pi/2b}$, which cancels the normalisation $\sqrt{2b/\pi}$,
$$\int\phi_x\phi_y\,dr=e^{-b(x-y)^2/2}.$$

```lean
/-- Two normalised Gaussian orbitals of the same exponent `b > 0`, centred at `x` and `y`,
have overlap `exp (-b (x - y)² / 2)`. -/
theorem orbital_overlap {b : ℝ} (hb : 0 < b) (x y : ℝ) :
    ∫ r, orbital b x r * orbital b y r = Real.exp (-b * (x - y) ^ 2 / 2) := by
  have hpi := Real.pi_pos
  -- the product of two Gaussians is a Gaussian about the midpoint
  have h : ∀ r, orbital b x r * orbital b y r =
      (√(2 * b / Real.pi) * Real.exp (-b * (x - y) ^ 2 / 2)) *
        Real.exp (-(2 * b) * (r - (x + y) / 2) ^ 2) := by
    intro r
    have hn : √(√(2 * b / Real.pi)) * √(√(2 * b / Real.pi)) = √(2 * b / Real.pi) :=
      Real.mul_self_sqrt (Real.sqrt_nonneg _)
    have he : Real.exp (-b * (r - x) ^ 2) * Real.exp (-b * (r - y) ^ 2) =
        Real.exp (-b * (x - y) ^ 2 / 2) * Real.exp (-(2 * b) * (r - (x + y) / 2) ^ 2) := by
      rw [← Real.exp_add, ← Real.exp_add]
      congr 1
      ring
    unfold orbital
    linear_combination (Real.exp (-b * (r - x) ^ 2) * Real.exp (-b * (r - y) ^ 2)) * hn +
      √(2 * b / Real.pi) * he
  have shift : ∫ r : ℝ, Real.exp (-(2 * b) * (r - (x + y) / 2) ^ 2) =
      ∫ r : ℝ, Real.exp (-(2 * b) * r ^ 2) :=
    MeasureTheory.integral_sub_right_eq_self
      (fun r : ℝ => Real.exp (-(2 * b) * r ^ 2)) ((x + y) / 2)
  have hone : √(2 * b / Real.pi) * √(Real.pi / (2 * b)) = 1 := by
    rw [← Real.sqrt_mul (by positivity),
      show 2 * b / Real.pi * (Real.pi / (2 * b)) = 1 by field_simp, Real.sqrt_one]
  simp_rw [h]
  rw [MeasureTheory.integral_const_mul, shift, integral_gaussian]
  linear_combination Real.exp (-b * (x - y) ^ 2 / 2) * hone
```

In the proof, `h` is the completed square, `shift` moves the midpoint to the origin, and `hone` is the cancellation of the two square roots. Setting $x=y$ confirms that the orbitals are normalised.

## Positive definiteness from moments

Consider first the kernel $e^{bxy}$. Expanding it in powers gives, for real coefficients $u_i$,
$$\sum_{i,j}u_iu_j\,e^{bx_ix_j}=\sum_{k=0}^{\infty}\frac{b^k}{k!}\left(\sum_i u_ix_i^k\right)^2 ,$$
with $x_i^0=1$. No term is negative. If every moment $\sum_i u_ix_i^k$ vanished, those with $k=0,\dots,N-1$ would say $u^{T}V=0$ for the Vandermonde matrix $V_{ik}=x_i^k$. Its determinant $\prod_{i<j}(x_j-x_i)$ is nonzero for distinct points, so $u$ would be zero. For $u\neq0$ some moment therefore survives, and the sum is positive.

```lean
/-- For `b > 0` and distinct points `x i`, the kernel `exp (b x y)` has a strictly positive
quadratic form on nonzero coefficient vectors. -/
theorem exp_kernel_pos {N : ℕ} {b : ℝ} (hb : 0 < b) {x : Fin N → ℝ}
    (hx : Function.Injective x) {u : Fin N → ℝ} (hu : u ≠ 0) :
    0 < ∑ i, ∑ j, u i * u j * Real.exp (b * (x i * x j)) := by
  have hexp : ∀ z : ℝ, HasSum (fun k : ℕ => z ^ k / (k.factorial : ℝ)) (Real.exp z) := by
    intro z
    have h := (Real.summable_pow_div_factorial z).hasSum
    rw [Real.exp_eq_exp_ℝ, NormedSpace.exp_eq_tsum_div]
    exact h
  have hsum : HasSum
      (fun k : ℕ => ∑ i, ∑ j, u i * u j * ((b * (x i * x j)) ^ k / (k.factorial : ℝ)))
      (∑ i, ∑ j, u i * u j * Real.exp (b * (x i * x j))) :=
    hasSum_sum fun i _ => hasSum_sum fun j _ => (hexp _).mul_left _
  -- each order of the series is a squared moment
  have hterm : ∀ k : ℕ,
      ∑ i, ∑ j, u i * u j * ((b * (x i * x j)) ^ k / (k.factorial : ℝ)) =
        b ^ k / (k.factorial : ℝ) * (∑ i, u i * x i ^ k) ^ 2 := by
    intro k
    rw [sq, Finset.sum_mul_sum, Finset.mul_sum]
    refine Finset.sum_congr rfl fun i _ => ?_
    rw [Finset.mul_sum]
    refine Finset.sum_congr rfl fun j _ => ?_
    rw [mul_pow, mul_pow]
    ring
  -- the Vandermonde determinant forbids all moments from vanishing
  have hk : ∃ k : ℕ, ∑ i, u i * x i ^ k ≠ 0 := by
    by_contra hcon
    push Not at hcon
    apply hu
    apply Matrix.eq_zero_of_vecMul_eq_zero (Matrix.det_vandermonde_ne_zero_iff.mpr hx)
    ext j
    simpa [Matrix.vecMul, dotProduct, Matrix.vandermonde_apply] using hcon j
  obtain ⟨k, hk⟩ := hk
  simp_rw [hterm] at hsum
  have hle := le_hasSum hsum k (fun j _ => by positivity)
  have hpos : 0 < b ^ k / (k.factorial : ℝ) * (∑ i, u i * x i ^ k) ^ 2 := by positivity
  exact lt_of_lt_of_le hpos hle
```

`hsum` is the expansion, `hterm` recognises each order as a squared moment, and `hk` is the Vandermonde argument. `le_hasSum` then bounds the whole series below by the term of a nonvanishing moment, which is positive.

The overlap differs from this kernel only by one-site factors:
$$e^{-b(x-y)^2/2}=e^{-bx^2/2}\,e^{-by^2/2}\,e^{bxy}.$$
With $u_i=v_ie^{-bx_i^2/2}$, which is nonzero whenever $v$ is, $v^{T}Sv$ becomes the form just shown to be positive.

```lean
/-- Gaussian orbitals of equal exponent `b > 0` at distinct points of a line have a
positive definite overlap matrix. -/
theorem overlapMatrix_posDef {N : ℕ} {b : ℝ} (hb : 0 < b) {x : Fin N → ℝ}
    (hx : Function.Injective x) : (overlapMatrix b x).PosDef := by
  have hS : ∀ i j, overlapMatrix b x i j = Real.exp (-b * (x i - x j) ^ 2 / 2) :=
    fun i j => orbital_overlap hb _ _
  rw [Matrix.posDef_iff_dotProduct_mulVec]
  refine ⟨?_, ?_⟩
  · refine Matrix.IsHermitian.ext fun i j => ?_
    rw [star_trivial, hS, hS]
    congr 1
    ring
  · intro v hv
    -- absorb the one-site Gaussian factors into the coefficients
    have hu : (fun i => v i * Real.exp (-b * x i ^ 2 / 2)) ≠ 0 := by
      intro h0
      apply hv
      ext i
      exact (mul_eq_zero.mp (congrFun h0 i)).resolve_right (Real.exp_ne_zero _)
    have hpos := exp_kernel_pos hb hx hu
    have hform : star v ⬝ᵥ (overlapMatrix b x *ᵥ v) =
        ∑ i, ∑ j, (v i * Real.exp (-b * x i ^ 2 / 2)) * (v j * Real.exp (-b * x j ^ 2 / 2)) *
          Real.exp (b * (x i * x j)) := by
      simp only [dotProduct, Matrix.mulVec, star_trivial, hS, Finset.mul_sum]
      refine Finset.sum_congr rfl fun i _ => Finset.sum_congr rfl fun j _ => ?_
      have he : Real.exp (-b * (x i - x j) ^ 2 / 2) = Real.exp (-b * x i ^ 2 / 2) *
          Real.exp (-b * x j ^ 2 / 2) * Real.exp (b * (x i * x j)) := by
        rw [← Real.exp_add, ← Real.exp_add]
        congr 1
        ring
      rw [he]
      ring
    exact lt_of_lt_of_eq hpos hform.symm
```

`PosDef` means that the matrix is symmetric and that $v^{T}Sv>0$ for every $v\ne0$; the proof treats the two parts in turn. The hypothesis `Function.Injective x` says that no two orbitals share a centre.

## The chain as a genuine overlap matrix

At unit spacing the overlap is $e^{-b(i-j)^2/2}$. This equals $s^{(i-j)^2}$ when $s=e^{-b/2}$, that is, $b=-2\log s$, which is positive for $0<s<1$.

```lean
/-- For `0 < s < 1` the Gaussian-chain matrix is the overlap matrix of Gaussian orbitals of
exponent `-2 log s` at unit spacing. -/
theorem chainOverlap_eq (N : ℕ) {s : ℝ} (hs0 : 0 < s) (hs1 : s < 1) :
    chainOverlap N s = overlapMatrix (-2 * Real.log s) (fun i => ((i : ℕ) : ℝ)) := by
  have hb : 0 < -2 * Real.log s := by linarith [Real.log_neg hs0 hs1]
  ext i j
  unfold chainOverlap overlapMatrix
  rw [orbital_overlap hb, ← Real.rpow_intCast, Real.rpow_def_of_pos hs0]
  congr 1
  push_cast
  ring
```

Different sites have different positions, so the result for distinct centres applies.

```lean
/-- For `0 < s < 1` the Gaussian-chain overlap matrix is positive definite for every number
of sites. -/
theorem chainOverlap_posDef (N : ℕ) {s : ℝ} (hs0 : 0 < s) (hs1 : s < 1) :
    (chainOverlap N s).PosDef := by
  rw [chainOverlap_eq N hs0 hs1]
  refine overlapMatrix_posDef (by linarith [Real.log_neg hs0 hs1]) fun i j h => ?_
  exact Fin.ext (Nat.cast_injective h)
```

This holds for every $N$ and every $0<s<1$, however close $s$ is to 1. Values near 1 describe orbitals that are broad compared with the spacing.

## A state whose truncated norm is negative

Take $q=p+m$, $r=p+2m$ and $c=s^{m^2}$, the overlap at distance $m$. The truncated matrix has 1 on the diagonal, $c$ between neighbours in this triple, and 0 between its ends. The nine matrix elements add up to
$$1+4c^2+1+4\,(-2c)\,c+0=2-4c^2 .$$
With the full matrix the ends would overlap by $s^{4m^2}=c^4$, and the result would be $2-4c^2+2c^4=2(1-c^2)^2$. The cutoff removes the term that completes the square.

```lean
/-- With overlaps cut off beyond range `m ≥ 1`, the trial combination on three sites spaced by
`m`, with `c = s ^ (m²)`, has squared norm `2 - 4c²`. -/
theorem truncated_trial_norm {N m : ℕ} (hm : 1 ≤ m) (s : ℝ) (p q r : Fin N)
    (hq : (q : ℕ) = p + m) (hr : (r : ℕ) = p + 2 * m) :
    trial p q r (s ^ (m ^ 2)) ⬝ᵥ
      (truncate m (chainOverlap N s) *ᵥ trial p q r (s ^ (m ^ 2))) =
        2 - 4 * (s ^ (m ^ 2)) ^ 2 := by
  have hc : s ^ ((m : ℤ) ^ 2) = s ^ (m ^ 2) := by
    have h := zpow_natCast s (m ^ 2)
    rwa [Nat.cast_pow] at h
  have diag : ∀ i, truncate m (chainOverlap N s) i i = 1 := by
    intro i
    simp [truncate, chainOverlap]
  have near : ∀ i j : Fin N, ((i : ℕ) = j + m ∨ (j : ℕ) = i + m) →
      truncate m (chainOverlap N s) i j = s ^ (m ^ 2) := by
    intro i j h
    have hle : |((i : ℕ) : ℤ) - ((j : ℕ) : ℤ)| ≤ (m : ℤ) := by
      rw [abs_le]
      omega
    have hsq : (((i : ℕ) : ℤ) - ((j : ℕ) : ℤ)) ^ 2 = (m : ℤ) ^ 2 := by
      rcases h with h | h <;> rw [h] <;> push_cast <;> ring
    unfold truncate chainOverlap
    rw [if_pos hle, hsq, hc]
  have far : ∀ i j : Fin N, ((i : ℕ) = j + 2 * m ∨ (j : ℕ) = i + 2 * m) →
      truncate m (chainOverlap N s) i j = 0 := by
    intro i j h
    have hgt : ¬ |((i : ℕ) : ℤ) - ((j : ℕ) : ℤ)| ≤ (m : ℤ) := by
      rw [abs_le]
      omega
    unfold truncate
    rw [if_neg hgt]
  have key : ∀ (i j : Fin N) (α β : ℝ), (Pi.single i α : Fin N → ℝ) ⬝ᵥ
      (truncate m (chainOverlap N s) *ᵥ (Pi.single j β : Fin N → ℝ)) =
        α * truncate m (chainOverlap N s) i j * β := by
    intro i j α β
    simp [dotProduct, Matrix.mulVec, Pi.single_apply, mul_assoc]
  -- expand into the nine matrix elements between the three sites
  simp only [trial, Matrix.mulVec_add, dotProduct_add, add_dotProduct, key]
  rw [diag p, diag q, diag r, near p q (by omega), near q p (by omega),
    near q r (by omega), near r q (by omega), far p r (by omega), far r p (by omega)]
  ring
```

`diag`, `near` and `far` evaluate the three kinds of matrix element, `key` extracts a single element, and the final `ring` does the sum. The coefficient vector has squared length $2+4c^2$, so the normalised value is $(1-2c^2)/(1+2c^2)$, an upper bound on the lowest eigenvalue of the truncated matrix.

If $2c^2>1$, this value is negative. A chain with more than $2m$ sites has room for the triple $0,m,2m$, so its truncated matrix is not even positive semidefinite.

```lean
/-- If `m ≥ 1`, the chain has more than `2m` sites and `2 (s ^ (m²))² > 1`, then cutting the
overlaps off beyond range `m` leaves a matrix that is not positive semidefinite. -/
theorem truncation_not_posSemidef {N m : ℕ} (hm : 1 ≤ m) (hN : 2 * m < N) {s : ℝ}
    (hs : 1 < 2 * (s ^ (m ^ 2)) ^ 2) :
    ¬ (truncate m (chainOverlap N s)).PosSemidef := by
  intro h
  have hnorm := truncated_trial_norm hm s (⟨0, by omega⟩ : Fin N) ⟨m, by omega⟩
    ⟨2 * m, hN⟩ (by simp) (by simp)
  have hnn := h.dotProduct_mulVec_nonneg
    (trial (⟨0, by omega⟩ : Fin N) ⟨m, by omega⟩ ⟨2 * m, hN⟩ (s ^ (m ^ 2)))
  rw [star_trivial, hnorm] at hnn
  linarith
```

The proof assumes semidefiniteness and contradicts it with this triple. The condition `hs` reads $2s^{2m^2}>1$: two orbitals at the cutoff distance still overlap by more than $1/\sqrt2$ in magnitude. It is sufficient for failure, and the theorem makes no statement about smaller overlaps. The case $m=0$ is excluded because it leaves the identity matrix.

## A failing chain for each range

Given $m\ge1$, put $t=1/(4m^2+1)$ and $s=1-t$. Bernoulli's inequality gives
$$2s^{2m^2}\ge 2(1-2m^2t)=2-4m^2t=1+t>1,$$
where the last equality uses $4m^2t=1-t$. Since also $0<s<1$, the full matrix on $2m+1$ sites is positive definite and the truncated one is not positive semidefinite.

```lean
/-- For every cutoff range `m ≥ 1`, the chain of `2m + 1` sites with `s = 1 - 1/(4m² + 1)` has a
positive definite overlap matrix whose truncation at range `m` is not positive semidefinite. -/
theorem no_safe_cutoff {m : ℕ} (hm : 1 ≤ m) :
    (chainOverlap (2 * m + 1) (1 - 1 / (4 * (m : ℝ) ^ 2 + 1))).PosDef ∧
      ¬ (truncate m
        (chainOverlap (2 * m + 1) (1 - 1 / (4 * (m : ℝ) ^ 2 + 1)))).PosSemidef := by
  have hm' : (1 : ℝ) ≤ (m : ℝ) := by exact_mod_cast hm
  have hden : (0 : ℝ) < 4 * (m : ℝ) ^ 2 + 1 := by positivity
  obtain ⟨t, ht⟩ : ∃ t : ℝ, t = 1 / (4 * (m : ℝ) ^ 2 + 1) := ⟨_, rfl⟩
  have ht0 : 0 < t := by rw [ht]; positivity
  have hmul : t * (4 * (m : ℝ) ^ 2 + 1) = 1 := by
    rw [ht]
    exact one_div_mul_cancel hden.ne'
  have ht1 : t < 1 := by
    have : 0 < t * (4 * (m : ℝ) ^ 2) := by positivity
    linarith
  rw [← ht]
  refine ⟨chainOverlap_posDef _ (by linarith) (by linarith),
    truncation_not_posSemidef hm (by omega) ?_⟩
  -- Bernoulli's inequality bounds the overlap at range `m` from below
  have hB := one_add_mul_le_pow (show (-2 : ℝ) ≤ -t by linarith) (m ^ 2 * 2)
  rw [← sub_eq_add_neg 1 t, pow_mul] at hB
  push_cast at hB
  linarith

end

end GaussianChainOverlap
```

The two halves come from `chainOverlap_posDef` and `truncation_not_posSemidef`; `hB` is Bernoulli's inequality. The value of $s$ depends on $m$, so the theorem does not say that one fixed chain defeats every cutoff.

For a one-electron problem $Hv=ESv$, with Hamiltonian matrix $H$ and energy $E$, in this one-dimensional basis of equal-width Gaussians, such a truncation assigns a negative squared norm to some states, and a Cholesky factorisation of the truncated $S$ fails. A calculation on a real material with atom-centred orbitals differs in its basis, which usually has several orbitals of different widths and shapes per atom, placed in three dimensions. It also differs in its cutoff, which is normally meant to drop only small overlaps. Here the condition $2c^2>1$ makes the discarded overlap between the ends of the triple, $c^4$, larger than $1/4$.

## Three sites, and other orbitals

The smallest case is $m=1$, with three sites and $s=4/5$. The truncated matrix is
$$\begin{pmatrix}1&0.8&0\\0.8&1&0.8\\0&0.8&1\end{pmatrix},$$
with eigenvalues $1$ and $1\pm0.8\sqrt2$, the lowest about $-0.131$. The trial state gives $-0.56$, or about $-0.123$ after normalisation. The entry that was discarded is $s^4=0.4096$.

The same nine-term sum applies to normalised real orbitals of any shape and in any dimension. If one orbital overlaps each of two others by $c$, and the overlap between those two is set to zero, the resulting matrix has a negative direction whenever $2c^2>1$.

```lean
#print axioms GaussianChainOverlap.no_safe_cutoff
```

```
'GaussianChainOverlap.no_safe_cutoff' depends on axioms: [propext, Classical.choice, Quot.sound]
```
